# The correlation matrix of a Slater state is a projector built from its occupied orbitals

After a mean-field or tight-binding Hamiltonian has been diagonalised, the coefficients of the occupied orbitals form the columns of a matrix F, and densities and bond orders are read off from F Fᴴ, where Fᴴ is the conjugate transpose. This step replaces a many-electron expectation value by a small matrix product. It is justified here for a single Slater determinant of orthonormal orbitals over finitely many orthonormal modes; for interacting electrons such a state is in general an approximation. Modes and orbitals include the spin, so a doubly occupied spatial orbital gives two columns of F.

In the code `m` is the type of modes and `H` is a complex Hilbert space, not a Hamiltonian. A star on an operator is the adjoint, usually written with a dagger.

```lean
import Mathlib

open Matrix
open scoped InnerProductSpace

namespace SlaterCorrelation

noncomputable section

variable {m H : Type*} [Fintype m] [DecidableEq m]
  [NormedAddCommGroup H] [InnerProductSpace ℂ H] [CompleteSpace H]
```

## Modes, vacuum and occupied orbitals

The bounded operators a_i annihilate a particle in mode i and satisfy

a_i a_j + a_j a_i = 0,  a_i a_j* + a_j* a_i = δ_ij.

The δ_ij expresses the orthonormality of the modes; atomic orbitals that overlap satisfy these relations only after they have been orthogonalised.

```lean
/-- The canonical anticommutation relations for annihilators `a i` and their adjoints. -/
structure IsCAR (a : m → H →L[ℂ] H) : Prop where
  anti : ∀ i j, a i * a j + a j * a i = 0
  mixed : ∀ i j, a i * star (a j) + star (a j) * a i = if i = j then 1 else 0
```

The vacuum contains no particles: ‖vac‖ = 1 and a_i vac = 0 for all i. `H` need not be the Fock space generated from it.

```lean
/-- A vacuum is a unit vector killed by every annihilator. -/
structure IsVacuum (a : m → H →L[ℂ] H) (vac : H) : Prop where
  unit : ‖vac‖ = 1
  kill : ∀ i, a i vac = 0
```

An orbital with amplitudes f_i has the creator

b_f* = ∑_i f_i a_i*.

```lean
/-- The creator `∑ i, f i a_i*` of a particle in the orbital `f`. -/
def creator (a : m → H →L[ℂ] H) (f : m → ℂ) : H →L[ℂ] H :=
  ∑ i, f i • star (a i)
```

The columns of F are numbered from 0, as in Lean. With b_k* creating a particle in column k, the state is

ψ = b_0* b_1* ... b_{N−1}* vac.

The recursion takes off column 0 and builds the rest first. For N = 0 it returns vac.

```lean
/-- The vector `b_0* ... b_(N-1)* vac`, where `b_k*` is the creator of column `k` of `F`, with
columns numbered from 0; for `N = 0` it is `vac`. -/
def slater (a : m → H →L[ℂ] H) (vac : H) : {N : ℕ} → Matrix m (Fin N) ℂ → H
  | 0, _ => vac
  | _ + 1, F => creator a (fun i => F i 0) (slater a vac (F.submatrix id Fin.succ))
```

The correlation matrix is C_ij = ⟨ψ, a_i* a_j ψ⟩, with the inner product conjugate-linear in its first argument. Many texts call the transpose of C the one-particle density matrix.

```lean
/-- The correlation matrix of a vector `ψ`, with entries `⟨ψ, a_i* a_j ψ⟩`. -/
def correlation (a : m → H →L[ℂ] H) (ψ : H) : Matrix m m ℂ :=
  Matrix.of fun i j => ⟪ψ, star (a i) (a j ψ)⟫_ℂ
```

## Anticommutators of orbitals

Taking the adjoint conjugates the amplitudes:

b_g = ∑_i conj(g_i) a_i.

```lean
omit [DecidableEq m] in
lemma star_creator (a : m → H →L[ℂ] H) (g : m → ℂ) :
    star (creator a g) = ∑ i, star (g i) • a i := by
  simp only [creator, star_sum, star_smul, star_star]
```

By linearity,

a_j b_f* + b_f* a_j = ∑_i f_i δ_ij = f_j.

```lean
/-- Under the CAR, the anticommutator of `a_j` with the creator of an orbital is the
amplitude of that orbital on mode `j`. -/
theorem mode_anticomm {a : m → H →L[ℂ] H} (hc : IsCAR a) (f : m → ℂ) (j : m) :
    a j * creator a f + creator a f * a j = f j • (1 : H →L[ℂ] H) := by
  simp only [creator, Finset.mul_sum, Finset.sum_mul, mul_smul_comm, smul_mul_assoc]
  rw [← Finset.sum_add_distrib]
  simp only [← smul_add, hc.mixed]
  simp
```

Multiplying the relation for mode i by conj(g_i) and summing gives the overlap of the two orbitals:

b_g b_f* + b_f* b_g = ∑_i conj(g_i) f_i.

```lean
/-- Under the CAR, the anticommutator of the annihilator of orbital `g` with the creator of
orbital `f` is the overlap of `g` and `f`. -/
theorem orbital_anticomm {a : m → H →L[ℂ] H} (hc : IsCAR a) (g f : m → ℂ) :
    star (creator a g) * creator a f + creator a f * star (creator a g)
      = (∑ i, star (g i) * f i) • (1 : H →L[ℂ] H) := by
  rw [star_creator, Finset.sum_mul, Finset.mul_sum, ← Finset.sum_add_distrib,
    Finset.sum_smul]
  refine Finset.sum_congr rfl fun i _ => ?_
  rw [smul_mul_assoc, mul_smul_comm, ← smul_add, mode_anticomm hc, smul_smul]
```

Two annihilators still anticommute:

b_g a_j + a_j b_g = 0.

```lean
lemma annihilators_anticomm {a : m → H →L[ℂ] H} (hc : IsCAR a) (g : m → ℂ) (j : m) :
    star (creator a g) * a j + a j * star (creator a g) = 0 := by
  rw [star_creator, Finset.sum_mul, Finset.mul_sum, ← Finset.sum_add_distrib]
  refine Finset.sum_eq_zero fun i _ => ?_
  rw [smul_mul_assoc, mul_smul_comm, ← smul_add, hc.anti, smul_zero]
```

## Empty orbitals

Let f be normalised and b_f x = 0. Then

b_f b_f* x = x − b_f* b_f x = x.

```lean
/-- Under the CAR, if a normalised orbital is empty in `x`, filling it and then emptying it
gives back `x`. -/
theorem empty_fill {a : m → H →L[ℂ] H} (hc : IsCAR a) {f : m → ℂ}
    (hf : ∑ i, star (f i) * f i = 1) {x : H} (hx : star (creator a f) x = 0) :
    star (creator a f) (creator a f x) = x := by
  have h := congrArg (fun T : H →L[ℂ] H => T x) (orbital_anticomm hc f f)
  rw [hf, one_smul] at h
  have h' : star (creator a f) (creator a f x) + creator a f (star (creator a f) x) = x := h
  rwa [hx, map_zero, add_zero] at h'
```

Let g be orthogonal to every column of F. For N = 0, b_g vac = 0. Otherwise ψ = b_0* φ, where φ is built from the remaining columns, and b_g φ = 0 by induction. Hence

b_g ψ = (∑_i conj(g_i) F_i0) φ − b_0* b_g φ = 0.

```lean
/-- Under the CAR, an orbital orthogonal to all columns of `F` is empty in the Slater state
of `F` built on a vacuum. -/
theorem orthogonal_orbital_empty {a : m → H →L[ℂ] H} (hc : IsCAR a) {vac : H}
    (hv : IsVacuum a vac) (g : m → ℂ) {N : ℕ} (F : Matrix m (Fin N) ℂ)
    (hg : ∀ k, ∑ i, star (g i) * F i k = 0) :
    star (creator a g) (slater a vac F) = 0 := by
  induction N with
  | zero =>
    simp only [slater, star_creator, _root_.sum_apply, _root_.smul_apply, hv.kill,
      smul_zero, Finset.sum_const_zero]
  | succ N ih =>
    have h0 := ih (F.submatrix id Fin.succ) fun k => hg k.succ
    have h := congrArg (fun T : H →L[ℂ] H => T (slater a vac (F.submatrix id Fin.succ)))
      (orbital_anticomm hc g fun i => F i 0)
    rw [hg 0, zero_smul] at h
    have h' : star (creator a g) (slater a vac F) + creator a (fun i => F i 0)
      (star (creator a g) (slater a vac (F.submatrix id Fin.succ))) = 0 := h
    rwa [h0, map_zero, add_zero] at h'
```

## Each orbital adds one term

The hypothesis Fᴴ F = 1 says that the columns are orthonormal. The claim is

‖ψ‖ = 1,  ⟨ψ, a_i* a_j ψ⟩ = ∑_k conj(F_ik) F_jk.

For N = 0 the state is vac and both sides of the second equation vanish. For the induction step write ψ = b* φ, with b* = b_0*. Column 0 is orthogonal to the others, so b φ = 0 and

⟨ψ, ψ⟩ = ⟨φ, b b* φ⟩ = ⟨φ, φ⟩ = 1.

Moreover b a_j φ = −a_j b φ = 0 (`hba`), and (`hm`)

a_j ψ = F_j0 φ − b* a_j φ.

In ⟨a_i ψ, a_j ψ⟩ the cross terms vanish (`h1`, `h2`), since

⟨φ, b* a_j φ⟩ = ⟨b φ, a_j φ⟩ = 0,

and likewise with the arguments exchanged. The last term simplifies (`h3`):

⟨b* a_i φ, b* a_j φ⟩ = ⟨a_i φ, b b* a_j φ⟩ = ⟨a_i φ, a_j φ⟩.

What remains is conj(F_i0) F_j0 plus the sum over the other columns.

```lean
/-- For the CAR, a vacuum and orthonormal columns of `F`, the Slater state has norm one and
`⟨ψ, a_i* a_j ψ⟩ = ∑ k, conj(F_ik) F_jk`. -/
theorem slater_correlation {a : m → H →L[ℂ] H} (hc : IsCAR a) {vac : H}
    (hv : IsVacuum a vac) {N : ℕ} (F : Matrix m (Fin N) ℂ) (hF : Fᴴ * F = 1) :
    ‖slater a vac F‖ = 1 ∧ ∀ i j,
      ⟪slater a vac F, star (a i) (a j (slater a vac F))⟫_ℂ = ∑ k, star (F i k) * F j k := by
  have adjR : ∀ (T : H →L[ℂ] H) (x y : H), ⟪x, star T y⟫_ℂ = ⟪T x, y⟫_ℂ := fun T x y => by
    rw [ContinuousLinearMap.star_eq_adjoint, ContinuousLinearMap.adjoint_inner_right]
  have adjL : ∀ (T : H →L[ℂ] H) (x y : H), ⟪star T x, y⟫_ℂ = ⟪x, T y⟫_ℂ := fun T x y => by
    rw [ContinuousLinearMap.star_eq_adjoint, ContinuousLinearMap.adjoint_inner_left]
  simp only [adjR]
  have ho : ∀ k l, ∑ i, star (F i k) * F i l = if k = l then 1 else 0 := fun k l => by
    have h := congrArg (fun M : Matrix (Fin N) (Fin N) ℂ => M k l) hF
    simpa only [Matrix.mul_apply, Matrix.conjTranspose_apply, Matrix.one_apply] using h
  clear hF
  suffices h : ⟪slater a vac F, slater a vac F⟫_ℂ = 1 ∧ ∀ i j,
      ⟪a i (slater a vac F), a j (slater a vac F)⟫_ℂ = ∑ k, star (F i k) * F j k by
    refine ⟨?_, h.2⟩
    rw [@norm_eq_sqrt_re_inner ℂ, h.1]
    simp
  induction N with
  | zero =>
    refine ⟨?_, fun i j => ?_⟩
    · simp only [slater]
      rw [inner_self_eq_norm_sq_to_K, hv.unit]
      simp
    · simp [slater, hv.kill]
  | succ N ih =>
    obtain ⟨hn, hcor⟩ := ih (F.submatrix id Fin.succ) fun k l => by
      simpa only [Matrix.submatrix_apply, id, Fin.succ_inj] using ho k.succ l.succ
    have hb := orthogonal_orbital_empty hc hv (fun i => F i 0) (F.submatrix id Fin.succ)
      fun k => (ho 0 k.succ).trans (if_neg (Fin.succ_ne_zero k).symm)
    have hf : ∑ i, star (F i 0) * F i 0 = 1 := (ho 0 0).trans (if_pos rfl)
    simp only [slater]
    generalize slater a vac (F.submatrix id Fin.succ) = φ at hn hcor hb ⊢
    -- the new orbital is also empty in every `a_j φ`
    have hba : ∀ j, star (creator a fun i => F i 0) (a j φ) = 0 := fun j => by
      have h : star (creator a fun i => F i 0) (a j φ)
          + a j (star (creator a fun i => F i 0) φ) = 0 :=
        congrArg (fun T : H →L[ℂ] H => T φ) (annihilators_anticomm hc (fun i => F i 0) j)
      rwa [hb, map_zero, add_zero] at h
    have hm : ∀ j, a j (creator a (fun i => F i 0) φ)
        = F j 0 • φ - creator a (fun i => F i 0) (a j φ) := fun j =>
      eq_sub_of_add_eq
        (congrArg (fun T : H →L[ℂ] H => T φ) (mode_anticomm hc (fun i => F i 0) j))
    refine ⟨?_, fun i j => ?_⟩
    · rw [← adjR, empty_fill hc hf hb, hn]
    · -- cross terms vanish, and the creator preserves the remaining inner product
      have h1 : ⟪φ, creator a (fun i => F i 0) (a j φ)⟫_ℂ = 0 := by
        rw [← adjL, hb, inner_zero_left]
      have h2 : ⟪creator a (fun i => F i 0) (a i φ), φ⟫_ℂ = 0 := by
        rw [← adjR, hb, inner_zero_right]
      have h3 : ⟪creator a (fun i => F i 0) (a i φ),
          creator a (fun i => F i 0) (a j φ)⟫_ℂ = ⟪a i φ, a j φ⟫_ℂ := by
        rw [← adjR, empty_fill hc hf (hba j)]
      rw [hm, hm, inner_sub_left, inner_sub_right, inner_sub_right, h3, hcor,
        inner_smul_left, inner_smul_left, inner_smul_right, inner_smul_right, h1, h2, hn,
        Fin.sum_univ_succ]
      simp
```

Normalised columns alone are not enough. With two modes and the columns (1, 0) and (3/5, 4/5), ψ = (4/5) a_0* a_1* vac has norm 4/5. Even after ψ is normalised the formula fails: both modes then have occupation 1, where the formula gives 34/25 and 16/25.

## Projector and particle number

Reading the sum as a matrix product gives C = (F Fᴴ)ᵀ, which is Hermitian. From Fᴴ F = 1,

C² = (F Fᴴ F Fᴴ)ᵀ = C,  tr C = tr(Fᴴ F) = N.

```lean
/-- For the CAR, a vacuum and orthonormal columns of `F`, the correlation matrix of the Slater
state is the transpose of `F Fᴴ`, and it is a Hermitian projector whose trace is `N`. -/
theorem correlation_projector {a : m → H →L[ℂ] H} (hc : IsCAR a) {vac : H}
    (hv : IsVacuum a vac) {N : ℕ} (F : Matrix m (Fin N) ℂ) (hF : Fᴴ * F = 1) :
    correlation a (slater a vac F) = (F * Fᴴ)ᵀ ∧
    (correlation a (slater a vac F)).IsHermitian ∧
    correlation a (slater a vac F) * correlation a (slater a vac F)
      = correlation a (slater a vac F) ∧
    (correlation a (slater a vac F)).trace = N := by
  have h : correlation a (slater a vac F) = (F * Fᴴ)ᵀ := by
    ext i j
    simp only [correlation, Matrix.of_apply, (slater_correlation hc hv F hF).2,
      Matrix.transpose_apply, Matrix.mul_apply, Matrix.conjTranspose_apply]
    exact Finset.sum_congr rfl fun k _ => mul_comm _ _
  refine ⟨h, ?_, ?_, ?_⟩
  · rw [h]
    exact (Matrix.isHermitian_mul_conjTranspose_self F).transpose
  · rw [h, ← Matrix.transpose_mul, Matrix.mul_assoc, ← Matrix.mul_assoc Fᴴ, hF,
      Matrix.one_mul]
  · rw [h, Matrix.trace_transpose, Matrix.trace_mul_comm, hF]
    simp
```

For a one-body operator ∑_ij h_ij a_i* a_j, linearity then gives the expectation value tr(Fᴴ h F), a consequence left here as ordinary algebra.

## Two modes with a complex orbital

The hypotheses are met by a concrete pair of modes. The minus sign in the second matrix makes the two annihilators anticommute.

```lean
/-- Two fermionic modes as Jordan-Wigner matrices. -/
def jordanWigner : Fin 2 → Matrix (Fin 4) (Fin 4) ℂ :=
  ![!![0, 1, 0, 0; 0, 0, 0, 0; 0, 0, 0, 1; 0, 0, 0, 0],
    !![0, 0, 1, 0; 0, 0, 0, -1; 0, 0, 0, 0; 0, 0, 0, 0]]
```

The matrices act on a four-dimensional Hilbert space.

```lean
/-- The Jordan-Wigner matrices as operators on a four-dimensional Hilbert space. -/
def twoMode (i : Fin 2) : EuclideanSpace ℂ (Fin 4) →L[ℂ] EuclideanSpace ℂ (Fin 4) :=
  Matrix.toEuclideanCLM (n := Fin 4) (𝕜 := ℂ) (jordanWigner i)
```

The first basis vector is the vacuum, and the orbital (3/5, 4i/5) is normalised because 9/25 + 16/25 = 1. The relations are checked entry by entry. For this orbital the formula gives C_01 = 12i/25 and C_10 = −12i/25, so C differs from F Fᴴ and the transpose matters.

```lean
/-- The two Jordan-Wigner modes obey the CAR, the first basis vector is a vacuum for them, and
the orbital with amplitudes `3/5` and `4i/5` is normalised. -/
theorem twoMode_witness :
    IsCAR twoMode ∧ IsVacuum twoMode (WithLp.toLp 2 ![1, 0, 0, 0]) ∧
    (!![3 / 5; 4 / 5 * Complex.I] : Matrix (Fin 2) (Fin 1) ℂ)ᴴ
      * !![3 / 5; 4 / 5 * Complex.I] = 1 := by
  have h1 : ∀ i j, jordanWigner i * jordanWigner j + jordanWigner j * jordanWigner i = 0 := by
    intro i j
    ext k l
    fin_cases i <;> fin_cases j <;> fin_cases k <;> fin_cases l <;>
      simp [jordanWigner]
  have h2 : ∀ i j, jordanWigner i * star (jordanWigner j)
      + star (jordanWigner j) * jordanWigner i = if i = j then 1 else 0 := by
    intro i j
    ext k l
    rw [Matrix.add_apply, Matrix.mul_apply, Matrix.mul_apply]
    simp only [Matrix.star_apply, Fin.sum_univ_four]
    fin_cases i <;> fin_cases j <;> fin_cases k <;> fin_cases l <;>
      simp [jordanWigner]
  refine ⟨⟨fun i j => ?_, fun i j => ?_⟩, ⟨?_, fun i => ?_⟩, ?_⟩
  · simp only [twoMode]
    rw [← map_mul, ← map_mul, ← map_add, h1, map_zero]
  · simp only [twoMode]
    rw [← map_star, ← map_mul, ← map_mul, ← map_add, h2]
    split_ifs
    · exact map_one _
    · exact map_zero _
  · simp [EuclideanSpace.norm_eq, Fin.sum_univ_succ]
  · have h : jordanWigner i *ᵥ ![1, 0, 0, 0] = 0 := by
      ext k
      fin_cases i <;> fin_cases k <;>
        simp [jordanWigner, Matrix.mulVec, dotProduct, Fin.sum_univ_succ]
    change WithLp.toLp 2 (jordanWigner i *ᵥ ![1, 0, 0, 0]) = 0
    rw [h]
    rfl
  · have c3 : (starRingEnd ℂ) 3 = 3 := Complex.conj_eq_iff_im.2 (by simp)
    have c4 : (starRingEnd ℂ) 4 = 4 := Complex.conj_eq_iff_im.2 (by simp)
    have c5 : (starRingEnd ℂ) 5 = 5 := Complex.conj_eq_iff_im.2 (by simp)
    ext k l
    fin_cases k
    fin_cases l
    norm_num [Matrix.mul_apply, Fin.sum_univ_succ, Complex.ext_iff, c3, c4, c5]

end

end SlaterCorrelation
```

```lean
#print axioms SlaterCorrelation.correlation_projector
```

```
'SlaterCorrelation.correlation_projector' depends on axioms: [propext, Classical.choice, Quot.sound]
```
